# Gradient norm and energy error for a quadratic CASSCF model with positive orbital Hessian

A CASSCF optimisation is commonly stopped when the norm of the orbital gradient falls below a threshold \(\tau\). Suppose that the CI coefficients are re-optimised for each set of orbitals, so that the energy is a function of the orbitals alone. To turn the threshold into a bound on the energy error in the quadratic model near a minimum, it is then enough to know a positive lower bound \(m\) on the curvature of this energy with respect to non-redundant orbital rotations. The error is at most \(\tau^2/(2m)\). With \(\tau=10^{-4}\) hartree and \(m=0.5\) hartree, this is \(10^{-8}\) hartree; with a soft rotation of curvature \(0.005\) hartree, the same threshold guarantees only \(10^{-6}\) hartree.

## The energy error and its gradient

In Lean 4 with Mathlib:

```lean
import Mathlib

open scoped InnerProductSpace

namespace CASSCFConvergence

noncomputable section

variable {V : Type*} [NormedAddCommGroup V] [InnerProductSpace ℝ V]
```

The space `V` is a real inner product space. Its vectors are orbital displacements, described by non-redundant rotation parameters and measured from the converged orbitals. No dimension is fixed yet.

```lean
/-- The quadratic energy error `⟨x, H x⟩ / 2` of an orbital displacement `x` from the
converged orbitals, with orbital Hessian `H`. -/
def energyError (H : V →ₗ[ℝ] V) (x : V) : ℝ := inner ℝ x (H x) / 2
```

Here `V →ₗ[ℝ] V` is the type of real-linear maps from \(V\) to itself, and `inner ℝ x (H x)` is \(\langle x,Hx\rangle\). The definition reads
\[
E(x)=\tfrac12\langle x,Hx\rangle .
\]
The map \(H\) is the orbital Hessian. The CI coefficients are taken to be re-optimised for each set of orbitals, so \(H\) includes their response. The zero of energy is the converged energy, and cubic and higher terms are left out.

```lean
/-- For a symmetric Hessian, the slope of the energy error at `x` in the direction `v` is
`⟨H x, v⟩`: the orbital gradient is `H x`. -/
theorem hasDerivAt_energyError {H : V →ₗ[ℝ] V} (hH : H.IsSymmetric) (x v : V) :
    HasDerivAt (fun t : ℝ => energyError H (x + t • v)) (inner ℝ (H x) v) 0 := by
  -- along a line the energy is a quadratic polynomial in the step length
  have hexp : (fun t : ℝ => energyError H (x + t • v)) = fun t : ℝ =>
      (energyError H x + t * inner ℝ (H x) v) + t ^ 2 * energyError H v := by
    funext t
    have h1 : inner ℝ x (H v) = inner ℝ (H x) v := (hH x v).symm
    have h2 : inner ℝ v (H x) = inner ℝ (H x) v := real_inner_comm _ _
    unfold energyError
    simp only [map_add, map_smul, inner_add_left, inner_add_right,
      real_inner_smul_left, real_inner_smul_right]
    rw [h1, h2]
    ring
  rw [hexp]
  have h1 := ((hasDerivAt_id' (0 : ℝ)).mul_const (inner ℝ (H x) v)).const_add
    (energyError H x)
  have h2 := ((hasDerivAt_id' (0 : ℝ)).fun_pow 2).mul_const (energyError H v)
  exact (h1.fun_add h2).congr_deriv (by simp)
```

The hypothesis `H.IsSymmetric` says \(\langle Hx,y\rangle=\langle x,Hy\rangle\) for all \(x,y\). The theorem says that the derivative of \(t\mapsto E(x+tv)\) at \(t=0\) is \(\langle Hx,v\rangle\), for every direction \(v\). So \(Hx\) is the gradient. To see it, expand:
\[
E(x+tv)=E(x)+\tfrac t2\bigl(\langle x,Hv\rangle+\langle v,Hx\rangle\bigr)+t^2E(v)
=E(x)+t\langle Hx,v\rangle+t^2E(v).
\]
The second equality uses the symmetry of \(H\) and of the real inner product. In the code this expansion is `hexp`: `simp only` multiplies out, `rw [h1, h2]` identifies the two cross terms, and `ring` collects them. The remaining lines differentiate the polynomial at zero.

## Expansion in normal modes

```lean
/-- In finite dimension, a symmetric Hessian with all eigenvalues in `[m, M]` has an orthonormal
basis of normal modes whose curvatures lie in `[m, M]`. -/
theorem exists_normal_modes [FiniteDimensional ℝ V] {H : V →ₗ[ℝ] V} (hH : H.IsSymmetric)
    {m M : ℝ} (hspec : ∀ μ : ℝ, Module.End.HasEigenvalue H μ → m ≤ μ ∧ μ ≤ M) :
    ∃ (b : OrthonormalBasis (Fin (Module.finrank ℝ V)) ℝ V)
      (ω : Fin (Module.finrank ℝ V) → ℝ),
      ∀ i, H (b i) = ω i • b i ∧ m ≤ ω i ∧ ω i ≤ M := by
  refine ⟨hH.eigenvectorBasis rfl, hH.eigenvalues rfl, fun i => ?_⟩
  have h : H (hH.eigenvectorBasis rfl i) =
      hH.eigenvalues rfl i • hH.eigenvectorBasis rfl i := hH.apply_eigenvectorBasis rfl i
  exact ⟨h, hspec _ (Module.End.hasEigenvalue_of_hasEigenvector
    ⟨Module.End.mem_eigenspace_iff.mpr h, (hH.eigenvectorBasis rfl).orthonormal.ne_zero i⟩)⟩
```

This theorem needs a finite dimension, and so do the spectral bounds derived from it below. The hypothesis `hspec` says that every real \(\mu\) that is an eigenvalue of \(H\) satisfies \(m\le\mu\le M\). The conclusion is an orthonormal basis \(b_i\) with
\[
Hb_i=\omega_i b_i,\qquad m\le\omega_i\le M .
\]
The index type `Fin (Module.finrank ℝ V)` has one element per dimension. The basis comes from Mathlib's spectral theorem for symmetric maps. Each \(b_i\) is nonzero, so \(\omega_i\) is an eigenvalue and `hspec` applies to it.

```lean
/-- In an orthonormal basis of normal modes with curvatures `ω i`, the difference between the
squared gradient norm and `2 μ` times the energy error is a sum over modes. -/
theorem gradient_energy_gap {ι : Type*} [Fintype ι] {H : V →ₗ[ℝ] V} (hH : H.IsSymmetric)
    (b : OrthonormalBasis ι ℝ V) (ω : ι → ℝ) (hb : ∀ i, H (b i) = ω i • b i)
    (μ : ℝ) (x : V) :
    ‖H x‖ ^ 2 - 2 * μ * energyError H x =
      ∑ i, ω i * (ω i - μ) * (inner ℝ (b i) x) ^ 2 := by
  have hc : ∀ i, inner ℝ (b i) (H x) = ω i * inner ℝ (b i) x := fun i => by
    rw [← hH (b i) x, hb i, real_inner_smul_left]
  have h1 : ‖H x‖ ^ 2 = ∑ i, (ω i * inner ℝ (b i) x) ^ 2 := by
    rw [← real_inner_self_eq_norm_sq, ← b.sum_inner_mul_inner (H x) (H x)]
    refine Finset.sum_congr rfl fun i _ => ?_
    rw [real_inner_comm (b i) (H x), hc]
    ring
  have h2 : inner ℝ x (H x) = ∑ i, ω i * (inner ℝ (b i) x) ^ 2 := by
    rw [← b.sum_inner_mul_inner x (H x)]
    refine Finset.sum_congr rfl fun i _ => ?_
    rw [real_inner_comm (b i) x, hc]
    ring
  have h3 : 2 * μ * energyError H x = ∑ i, μ * (ω i * (inner ℝ (b i) x) ^ 2) := by
    rw [← Finset.mul_sum, ← h2]
    unfold energyError
    ring
  rw [h1, h3, ← Finset.sum_sub_distrib]
  exact Finset.sum_congr rfl fun i _ => by ring
```

Write \(c_i=\langle b_i,x\rangle\). Symmetry gives \(\langle b_i,Hx\rangle=\langle Hb_i,x\rangle=\omega_ic_i\), which is `hc`. Expanding the inner products in the orthonormal basis then gives
\[
\|Hx\|^2=\sum_i\omega_i^2c_i^2,\qquad 2E(x)=\sum_i\omega_ic_i^2 ,
\]
which are `h1` and, since \(2E(x)=\langle x,Hx\rangle\), `h2`. Multiply the second by any real \(\mu\) and subtract:
\[
\|Hx\|^2-2\mu E(x)=\sum_i\omega_i(\omega_i-\mu)c_i^2 .
\]
Nothing is assumed about the signs of the \(\omega_i\) at this point.

The same expansion gives a neighbouring estimate for the orbitals themselves. Since \(\|Hx\|^2=\sum_i\omega_i^2c_i^2\ge m^2\sum_ic_i^2\) when all \(\omega_i\ge m>0\), the displacement obeys \(\|x\|\le\|Hx\|/m\). The orbital error is thus bounded linearly in the gradient, while the energy error is bounded quadratically.

## The two bounds and their attainment

```lean
/-- If `μ > 0` is an eigenvalue of the Hessian, then for every `τ ≥ 0` some displacement has
gradient norm `τ` and energy error exactly `τ² / (2 μ)`. -/
theorem exists_energyError_eq {H : V →ₗ[ℝ] V} {μ τ : ℝ} (hμ : 0 < μ) (hτ : 0 ≤ τ)
    (h : Module.End.HasEigenvalue H μ) :
    ∃ x, ‖H x‖ = τ ∧ energyError H x = τ ^ 2 / (2 * μ) := by
  obtain ⟨v, hv⟩ := h.exists_hasEigenvector
  have hv0 : 0 < ‖v‖ := norm_pos_iff.mpr hv.2
  -- scale the eigenvector so that the gradient has length `τ`
  have hx : H ((τ / (μ * ‖v‖)) • v) = (τ / ‖v‖) • v := by
    rw [map_smul, hv.apply_eq_smul, smul_smul]
    congr 1
    field_simp
  refine ⟨(τ / (μ * ‖v‖)) • v, ?_, ?_⟩
  · rw [hx, norm_smul, Real.norm_of_nonneg (by positivity)]
    field_simp
  · unfold energyError
    rw [hx, real_inner_smul_left, real_inner_smul_right, real_inner_self_eq_norm_sq]
    field_simp
```

Let \(v\) be an eigenvector for \(\mu>0\), not necessarily normalised, and set \(u=v/\|v\|\). The displacement chosen in the code is
\[
x=\frac{\tau}{\mu\|v\|}\,v=\frac{\tau}{\mu}\,u .
\]
Then \(Hx=\tau u\), so the gradient norm is \(\tau\), and
\[
E(x)=\frac12\cdot\frac{\tau}{\mu}\cdot\tau=\frac{\tau^2}{2\mu}.
\]
The step `hx` computes \(Hx\), and the two bullets compute the norm and the energy; `field_simp` cancels the nonzero factors. A soft mode therefore hides more energy behind the same gradient than a stiff one.

```lean
variable [FiniteDimensional ℝ V] {H : V →ₗ[ℝ] V} {m M : ℝ}

/-- In finite dimension, for a symmetric Hessian with all eigenvalues in `[m, M]`, `m > 0`, the
squared gradient norm lies between `2 m` and `2 M` times the energy error. Each bound is attained at
a displacement of positive energy error when `m`, respectively `M`, is an eigenvalue. -/
theorem gradient_sq_bounds (hH : H.IsSymmetric) (hm : 0 < m)
    (hspec : ∀ μ : ℝ, Module.End.HasEigenvalue H μ → m ≤ μ ∧ μ ≤ M) :
    (∀ x, 2 * m * energyError H x ≤ ‖H x‖ ^ 2 ∧ ‖H x‖ ^ 2 ≤ 2 * M * energyError H x) ∧
    (Module.End.HasEigenvalue H m →
      ∃ x, 0 < energyError H x ∧ ‖H x‖ ^ 2 = 2 * m * energyError H x) ∧
    (Module.End.HasEigenvalue H M →
      ∃ x, 0 < energyError H x ∧ ‖H x‖ ^ 2 = 2 * M * energyError H x) := by
  have att : ∀ μ : ℝ, Module.End.HasEigenvalue H μ →
      ∃ x, 0 < energyError H x ∧ ‖H x‖ ^ 2 = 2 * μ * energyError H x := fun μ h => by
    have hμ : 0 < μ := hm.trans_le (hspec μ h).1
    obtain ⟨x, h1, h2⟩ := exists_energyError_eq hμ zero_le_one h
    refine ⟨x, by rw [h2]; positivity, ?_⟩
    rw [h1, h2]
    field_simp
  refine ⟨fun x => ?_, att m, att M⟩
  obtain ⟨b, ω, hb⟩ := exists_normal_modes hH hspec
  have gap := fun μ => gradient_energy_gap hH b ω (fun i => (hb i).1) μ x
  constructor
  · -- every mode is at least as stiff as `m`
    have h : 0 ≤ ∑ i, ω i * (ω i - m) * (inner ℝ (b i) x) ^ 2 :=
      Finset.sum_nonneg fun i _ => mul_nonneg (mul_nonneg
        (hm.le.trans (hb i).2.1) (sub_nonneg.mpr (hb i).2.1)) (sq_nonneg _)
    linarith [gap m]
  · -- no mode is stiffer than `M`
    have h : ∑ i, ω i * (ω i - M) * (inner ℝ (b i) x) ^ 2 ≤ 0 :=
      Finset.sum_nonpos fun i _ => mul_nonpos_of_nonpos_of_nonneg
        (mul_nonpos_of_nonneg_of_nonpos (hm.le.trans (hb i).2.1)
          (sub_nonpos.mpr (hb i).2.2)) (sq_nonneg _)
    linarith [gap M]
```

The condition \(m>0\) stands for a minimum that is stable against every rotation retained in \(V\). Redundant rotations, which leave the energy unchanged, have to be removed first. The theorem has three parts, joined by `∧`. The first is, for every \(x\),
\[
2mE(x)\le\|Hx\|^2\le2ME(x).
\]
The other two say that if \(m\) is an eigenvalue, the lower bound is an equality at some \(x\) with \(E(x)>0\), and likewise for \(M\) and the upper bound. Positive energy excludes the trivial equality at \(x=0\).

For the lower bound, put \(\mu=m\) in the mode identity: each term \(\omega_i(\omega_i-m)c_i^2\) is nonnegative. For the upper bound, put \(\mu=M\): each term is nonpositive. These are the two facts named `h`, and `linarith` combines each with the identity `gap`. Attainment, `att`, uses the preceding construction with \(\tau=1\), where \(E(x)=1/(2\mu)\).

## From a gradient threshold to an energy error

```lean
/-- In finite dimension, for a symmetric Hessian with all eigenvalues in `[m, M]`, `m > 0`, the
gradient norm lies between two fixed multiples of the square root of the energy error. -/
theorem gradient_sqrt_scaling (hH : H.IsSymmetric) (hm : 0 < m)
    (hspec : ∀ μ : ℝ, Module.End.HasEigenvalue H μ → m ≤ μ ∧ μ ≤ M) (x : V) :
    √(2 * m) * √(energyError H x) ≤ ‖H x‖ ∧
      ‖H x‖ ≤ √(2 * M) * √(energyError H x) := by
  obtain ⟨h1, h2⟩ := (gradient_sq_bounds hH hm hspec).1 x
  have hE : 0 ≤ energyError H x := by
    by_contra hneg
    obtain ⟨b, ω, hb⟩ := exists_normal_modes hH hspec
    have h := gradient_energy_gap hH b ω (fun i => (hb i).1) 0 x
    have hM : M < m := by nlinarith [sq_nonneg ‖H x‖, not_le.mp hneg]
    -- an empty spectral interval leaves no modes, hence no energy
    have hz : x = 0 := by
      rw [← inner_self_eq_zero (𝕜 := ℝ), ← b.sum_inner_mul_inner x x]
      exact Finset.sum_eq_zero fun i _ => by linarith [(hb i).2.1, (hb i).2.2]
    exact hneg (by simp [hz, energyError])
  constructor
  · rw [← Real.sqrt_mul (by positivity)]
    exact Real.sqrt_le_iff.mpr ⟨norm_nonneg _, h1⟩
  · rw [← Real.sqrt_mul' _ hE]
    exact (le_abs_self _).trans (Real.abs_le_sqrt h2)
```

Taking square roots gives
\[
\sqrt{2m}\,\sqrt{E(x)}\le\|Hx\|\le\sqrt{2M}\,\sqrt{E(x)} .
\]
This is the square-root scaling: the gradient norm lies between two fixed multiples of \(\sqrt{E}\). Reducing the energy error by a factor of 100 along a fixed direction reduces the gradient by a factor of 10.

Splitting the upper root into a product uses \(E(x)\ge0\), called `hE`. This follows directly from \(2E=\sum_i\omega_ic_i^2\), also in the zero-dimensional space, where the sum is empty. The code instead argues by contradiction from the upper bound. If \(E(x)<0\), the upper bound forces \(M\le0<m\). No mode can then exist, so \(x=0\) and \(E(x)=0\), a contradiction.

```lean
/-- In finite dimension, for a symmetric Hessian with all eigenvalues at least `m > 0` and at most
`M`, a gradient norm of at most `τ` guarantees an energy error of at most `τ² / (2 m)`. -/
theorem energyError_le_of_threshold (hH : H.IsSymmetric) (hm : 0 < m)
    (hspec : ∀ μ : ℝ, Module.End.HasEigenvalue H μ → m ≤ μ ∧ μ ≤ M)
    {τ : ℝ} {x : V} (hx : ‖H x‖ ≤ τ) : energyError H x ≤ τ ^ 2 / (2 * m) := by
  rw [le_div_iff₀ (by positivity)]
  have h := ((gradient_sq_bounds hH hm hspec).1 x).1
  have h2 : ‖H x‖ ^ 2 ≤ τ ^ 2 := pow_le_pow_left₀ (norm_nonneg _) hx 2
  linarith
```

If \(\|Hx\|\le\tau\), then \(2mE(x)\le\|Hx\|^2\le\tau^2\), and division by \(2m>0\) gives
\[
E(x)\le\frac{\tau^2}{2m}.
\]
The first line of the proof clears the denominator, `h` is the lower spectral bound, and `h2` squares the threshold condition. When \(m\) is an eigenvalue, the construction `exists_energyError_eq` with \(\mu=m\) reaches this value, so the estimate cannot be improved from \(m\) and \(\tau\) alone.

In a calculation, \(\|Hx\|\) is the Euclidean norm of the gradient in the same parameters that define the Hessian. If a program tests the largest absolute component \(g_{\max}\) of \(n\) gradient components instead, one inserts \(\|Hx\|\le\sqrt n\,g_{\max}\). The curvature \(m\) can be estimated from the lowest eigenvalue of \(H\), with the CI response included. For a ground state this response can only lower the curvature, so the orbital Hessian at fixed CI coefficients may give too large an \(m\) and too small an error bound. The curvature can be small when an active orbital is almost doubly occupied, because its rotation with the inactive orbitals then hardly changes the energy.

## Which displacements give equality

```lean
/-- In finite dimension, for a symmetric Hessian with all eigenvalues in `[m, M]`, `m > 0`, equality
in the lower or upper bound holds exactly when `H x = m x` or `H x = M x`, respectively. -/
theorem gradient_sq_eq_iff (hH : H.IsSymmetric) (hm : 0 < m)
    (hspec : ∀ μ : ℝ, Module.End.HasEigenvalue H μ → m ≤ μ ∧ μ ≤ M) (x : V) :
    (‖H x‖ ^ 2 = 2 * m * energyError H x ↔ H x = m • x) ∧
    (‖H x‖ ^ 2 = 2 * M * energyError H x ↔ H x = M • x) := by
  obtain ⟨b, ω, hb⟩ := exists_normal_modes hH hspec
  have gap := fun μ => gradient_energy_gap hH b ω (fun i => (hb i).1) μ x
  have back : ∀ μ : ℝ, H x = μ • x → ‖H x‖ ^ 2 = 2 * μ * energyError H x := fun μ h => by
    unfold energyError
    rw [← real_inner_self_eq_norm_sq, h]
    simp only [real_inner_smul_left, real_inner_smul_right]
    ring
  -- if every term of the gap vanishes, only modes of curvature `μ` are displaced
  have key : ∀ μ : ℝ, (∀ i, ω i * (ω i - μ) * (inner ℝ (b i) x) ^ 2 = 0) →
      H x = μ • x := fun μ h => by
    rw [← sub_eq_zero, ← inner_self_eq_zero (𝕜 := ℝ),
      ← b.sum_inner_mul_inner (H x - μ • x) (H x - μ • x)]
    refine Finset.sum_eq_zero fun i _ => ?_
    have hω : ω i ≠ 0 := (hm.trans_le (hb i).2.1).ne'
    have hz : (ω i - μ) * inner ℝ (b i) x = 0 := by
      rcases mul_eq_zero.mp (h i) with h1 | h1
      · rw [(mul_eq_zero.mp h1).resolve_left hω, zero_mul]
      · rw [pow_eq_zero_iff two_ne_zero] at h1
        rw [h1, mul_zero]
    have hi : inner ℝ (b i) (H x - μ • x) = 0 := by
      rw [inner_sub_right, ← hH (b i) x, (hb i).1, real_inner_smul_left,
        real_inner_smul_right, ← sub_mul, hz]
    rw [hi, mul_zero]
  refine ⟨⟨fun h => key m fun i => ?_, back m⟩, ⟨fun h => key M fun i => ?_, back M⟩⟩
  · have hs := gap m
    rw [h, sub_self] at hs
    exact (Finset.sum_eq_zero_iff_of_nonneg fun j _ => mul_nonneg (mul_nonneg
      (hm.le.trans (hb j).2.1) (sub_nonneg.mpr (hb j).2.1)) (sq_nonneg _)).mp
      hs.symm i (Finset.mem_univ i)
  · have hs := gap M
    rw [h, sub_self] at hs
    exact (Finset.sum_eq_zero_iff_of_nonpos fun j _ => mul_nonpos_of_nonpos_of_nonneg
      (mul_nonpos_of_nonneg_of_nonpos (hm.le.trans (hb j).2.1)
        (sub_nonpos.mpr (hb j).2.2)) (sq_nonneg _)).mp hs.symm i (Finset.mem_univ i)

end

end CASSCFConvergence
```

The sign `↔` means "if and only if", and `m • x` is the scalar multiple \(mx\). Equality holds in the lower bound exactly when \(Hx=mx\), and in the upper bound exactly when \(Hx=Mx\). Both statements include \(x=0\); a nonzero solution is an eigenvector.

One direction, `back`, is substitution: if \(Hx=\mu x\), then \(\|Hx\|^2=\mu^2\|x\|^2=2\mu E(x)\). For the other, equality makes the sum in the mode identity zero. Its terms all have the same sign, so each vanishes:
\[
\omega_i(\omega_i-\mu)c_i^2=0,\qquad \mu=m\ \text{or}\ M .
\]
Since \(\omega_i>0\), either \(\omega_i=\mu\) or \(c_i=0\). Hence \((\omega_i-\mu)c_i=0\), which is the \(i\)-th component of \(Hx-\mu x\). All components vanish, so \(Hx=\mu x\). This is the step `key`, and the final two bullets supply the vanishing terms for \(m\) and \(M\).

```lean
#print axioms CASSCFConvergence.hasDerivAt_energyError
#print axioms CASSCFConvergence.gradient_sqrt_scaling
#print axioms CASSCFConvergence.energyError_le_of_threshold
#print axioms CASSCFConvergence.gradient_sq_eq_iff
```

```
'CASSCFConvergence.hasDerivAt_energyError' depends on axioms: [propext, Classical.choice, Quot.sound]
'CASSCFConvergence.gradient_sqrt_scaling' depends on axioms: [propext, Classical.choice, Quot.sound]
'CASSCFConvergence.energyError_le_of_threshold' depends on axioms: [propext, Classical.choice, Quot.sound]
'CASSCFConvergence.gradient_sq_eq_iff' depends on axioms: [propext, Classical.choice, Quot.sound]
```
